# In three dimensions, the kinetic-energy operator applied to $r_{12}/2$ cancels the Coulomb repulsion $1/r_{12}$ at distinct points

## A pointwise Laplacian

The distance between two electrons has a kink where they meet, so its Laplacian needs a definition that says what happens there. Here the Laplacian is taken point by point, as the sum of ordinary second derivatives along the Cartesian axes, and the identities are stated only for distinct positions.

An alternative is to read the Laplacian in the sense of distributions. In three dimensions the sum of the Laplacians with respect to the two electron positions, applied to the distance $r_{12}$, would then equal $4/r_{12}$ across the coalescence points as well, with $4/r_{12}$ as a locally integrable function and no delta term. The price would be test functions and integration by parts in place of elementary calculus.

## Two electrons close together

Let $x$ and $y$ be the electron positions and $r_{12}=\|x-y\|$. In atomic units the repulsion is $1/r_{12}$, which diverges as the electrons approach each other. If a wave function $\psi$ is non-zero at coalescence, its kinetic term must supply an opposite divergence for the local energy $(H\psi)/\psi$ to remain finite. A term linear in $r_{12}$ can do this.

Explicitly correlated electronic-structure methods build such short-range behaviour into the wave function; the calculation here treats it for a one-parameter function of two electrons without nuclei. Kato's cusp condition concerns exact eigenfunctions of a many-electron Hamiltonian, whereas the function tested below, $1+c\,r_{12}$ with a real constant $c$, is a model of the behaviour at short distance and is neither square-integrable nor an eigenfunction of the Hamiltonian used here.

## What is stated

For distinct $x,y$ in three-dimensional Euclidean space, `coulomb_cancellation` says that

$$r_{12}\,(\Delta_x+\Delta_y)\,r_{12}=4,\qquad -\tfrac12(\Delta_x+\Delta_y)\frac{r_{12}}2+\frac1{r_{12}}=0 .$$

The first equation is a product because Lean sets division by zero to zero: written with $4/r_{12}$, it would hold at $x=y$ by convention, and the hypothesis `hxy : x ≠ y` would do no work.

The Lean objects correspond to the physics as follows.

- `Space d` is the position space of one electron in $d$ dimensions, and `axis i` is the unit vector $e_i$, with $i=0,\dots,d-1$.
- `laplacian` is the Cartesian Laplacian, and `pairLaplacian` is $\Delta_x+\Delta_y$.
- `pairHamiltonian` is $H=-\tfrac12(\Delta_x+\Delta_y)+1/r_{12}$ applied to a real pair function. It contains no nuclear attraction and no spin, and it keeps the repulsion $1/r_{12}$ in every dimension, as for charges confined to a plane or a line that still interact through the three-dimensional Coulomb law.

For $d\ge1$, `bounded_iff_cusp` adds that $H(1+c\,r_{12})$ is bounded over all distinct pairs with $r_{12}<1$ exactly when $(d-1)c=1$. This gives $c=\tfrac12$ for $d=3$ and $c=1$ for $d=2$. For $d=1$ no value of $c$ works.

## Derivation

Put $w=x-y$ and $r=\|w\|>0$. Moving $x$ by $t$ along axis $i$ changes the distance to $\rho(t)=\|w+te_i\|$, where

$$\rho(t)^2=r^2+2w_it+t^2,\qquad \rho'(t)=\frac{w_i+t}{\rho(t)} .$$

For a function $F$ of the distance that is twice differentiable for $r>0$, the chain rule gives

$$\frac{d}{dt}F(\rho(t))=F'(\rho(t))\,\frac{w_i+t}{\rho(t)} .$$

Differentiating again, with the product and quotient rules, and setting $t=0$ gives

$$F''(r)\frac{w_i^2}{r^2}+F'(r)\left(\frac1r-\frac{w_i^2}{r^3}\right).$$

Since $\sum_i w_i^2=r^2$, the sum over the $d$ axes is

$$\Delta_xF(r_{12})=F''(r)+\frac{d-1}{r}F'(r).$$

The distance is symmetric in $x$ and $y$, so $\Delta_y$ contributes the same amount and the pair Laplacian is twice this expression. For $d=3$, $F(r)=r$ gives $4/r$. The choice $F(r)=r/2$ gives $2/r$, and multiplication by $-\tfrac12$ turns this into $-1/r$, which cancels the repulsion.

For $F(r)=1+cr$ in $d$ dimensions,

$$H(1+c\,r_{12})=-\frac{(d-1)c}{r}+\frac{1+cr}{r}=\frac{1-(d-1)c}{r}+c .$$

If $(d-1)c=1$, this is the constant $c$, which is bounded. Otherwise let $k=|1-(d-1)c|>0$ and suppose that $B$ is a bound. Set $D=k+|B|+|c|+1$ and place the electrons at $y=0$ and $x=re_0$ with $r=k/D$, which lies between 0 and 1. Then

$$|H(1+c\,r_{12})|\ge\frac kr-|c|=D-|c|=k+|B|+1>B,$$

a contradiction.

## The Lean file

```lean
import Mathlib

open Filter Topology

namespace ElectronCoalescenceCusp

noncomputable section

/-- The position space of one electron in `d` dimensions. -/
abbrev Space (d : ℕ) := EuclideanSpace ℝ (Fin d)

variable {d : ℕ}

/-- The unit vector along the `i`-th Cartesian axis. -/
def axis (i : Fin d) : Space d := EuclideanSpace.single i 1

/-- The Cartesian Laplacian: the sum of the second derivatives along the axes. -/
def laplacian (f : Space d → ℝ) (x : Space d) : ℝ :=
  ∑ i, deriv (deriv (fun t : ℝ => f (x + t • axis i))) 0

/-- The sum of the Laplacians with respect to the positions of the two electrons. -/
def pairLaplacian (ψ : Space d → Space d → ℝ) (x y : Space d) : ℝ :=
  laplacian (fun x' => ψ x' y) x + laplacian (fun y' => ψ x y') y

/-- Kinetic energy plus Coulomb repulsion of two electrons, in atomic units,
applied to a pair function. -/
def pairHamiltonian (ψ : Space d → Space d → ℝ) (x y : Space d) : ℝ :=
  -(1 / 2) * pairLaplacian ψ x y + ψ x y / ‖x - y‖

/-- The Cartesian axis vectors have length one. -/
theorem norm_axis (i : Fin d) : ‖axis i‖ = 1 := by
  simp [axis]

/-- The squared length of a vector displaced by `t` along a Cartesian axis. -/
theorem norm_sq_line (w : Space d) (i : Fin d) (t : ℝ) :
    ‖w + t • axis i‖ ^ 2 = ‖w‖ ^ 2 + 2 * w i * t + t ^ 2 := by
  have h : inner ℝ w (axis i) = w i := by
    simp [axis, EuclideanSpace.inner_single_right]
  rw [norm_add_sq_real, real_inner_smul_right, h, norm_smul, norm_axis,
    Real.norm_eq_abs, mul_one, sq_abs]
  ring

/-- Away from the origin, the derivative of the length of a vector along an axis is
its component on that axis divided by its length. -/
theorem hasDerivAt_norm_line (w : Space d) (i : Fin d) (t : ℝ)
    (h : w + t • axis i ≠ 0) :
    HasDerivAt (fun s : ℝ => ‖w + s • axis i‖) ((w i + t) / ‖w + t • axis i‖) t := by
  have hfun : (fun s : ℝ => ‖w + s • axis i‖) =
      fun s : ℝ => √(‖w‖ ^ 2 + 2 * w i * s + s ^ 2) := by
    funext s
    rw [← norm_sq_line, Real.sqrt_sq (norm_nonneg _)]
  have h1 : HasDerivAt (fun s : ℝ => s) 1 t := hasDerivAt_id' t
  have hp : HasDerivAt (fun s : ℝ => ‖w‖ ^ 2 + 2 * w i * s + s ^ 2)
      (2 * w i + 2 * t) t :=
    (((h1.const_mul (2 * w i)).const_add (‖w‖ ^ 2)).fun_add (h1.fun_pow 2)).congr_deriv
      (by norm_num)
  have hne : ‖w‖ ^ 2 + 2 * w i * t + t ^ 2 ≠ 0 := by
    rw [← norm_sq_line]
    exact pow_ne_zero 2 (norm_ne_zero_iff.mpr h)
  have h3 : HasDerivAt (fun s : ℝ => √(‖w‖ ^ 2 + 2 * w i * s + s ^ 2))
      ((2 * w i + 2 * t) / (2 * √(‖w‖ ^ 2 + 2 * w i * t + t ^ 2))) t := hp.sqrt hne
  rw [hfun]
  refine h3.congr_deriv ?_
  rw [← norm_sq_line, Real.sqrt_sq (norm_nonneg _), ← mul_add,
    mul_div_mul_left _ _ two_ne_zero]

/-- The second derivative of a radial function along a Cartesian axis. -/
theorem second_deriv_line (w : Space d) (hw : w ≠ 0) (i : Fin d) (F F' : ℝ → ℝ) (F2 : ℝ)
    (hF : ∀ r, 0 < r → HasDerivAt F (F' r) r) (hF2 : HasDerivAt F' F2 ‖w‖) :
    deriv (deriv (fun t : ℝ => F ‖w + t • axis i‖)) 0 =
      (F2 / ‖w‖ ^ 2 - F' ‖w‖ / ‖w‖ ^ 3) * (w i) ^ 2 + F' ‖w‖ / ‖w‖ := by
  have hs : ‖w‖ ≠ 0 := norm_ne_zero_iff.mpr hw
  have h0 : w + (0 : ℝ) • axis i = w := by simp
  have hc : Continuous (fun t : ℝ => w + t • axis i) := by fun_prop
  have hev : ∀ᶠ t in 𝓝 (0 : ℝ), w + t • axis i ≠ 0 :=
    hc.continuousAt.eventually_ne (by simpa using hw)
  -- the first derivative, valid in a neighbourhood of the point
  have h1 : deriv (fun t : ℝ => F ‖w + t • axis i‖) =ᶠ[𝓝 0]
      fun t : ℝ => F' ‖w + t • axis i‖ * ((w i + t) / ‖w + t • axis i‖) := by
    filter_upwards [hev] with t ht
    exact ((hF _ (norm_pos_iff.mpr ht)).comp_of_eq t
      (hasDerivAt_norm_line w i t ht) rfl).deriv
  rw [h1.deriv_eq]
  have hn := hasDerivAt_norm_line w i 0 (by rwa [h0])
  rw [h0, add_zero] at hn
  have hG : HasDerivAt (fun t : ℝ => F' ‖w + t • axis i‖) (F2 * (w i / ‖w‖)) 0 :=
    hF2.comp_of_eq (0 : ℝ) hn (by simp)
  have hA : HasDerivAt (fun t : ℝ => w i + t) 1 0 :=
    (hasDerivAt_id' (0 : ℝ)).const_add (w i)
  -- product and quotient rule give the second derivative
  refine (hG.fun_mul (hA.fun_div hn (by simpa using hw))).deriv.trans ?_
  simp only [zero_smul, add_zero]
  field_simp
  ring

/-- Away from a fixed point, the Laplacian of a function `F` of the distance `r` to it is `F'' + (d
- 1) F' / r`. -/
theorem laplacian_radial {x y : Space d} (hxy : x ≠ y) (F F' : ℝ → ℝ) (F2 : ℝ)
    (hF : ∀ r, 0 < r → HasDerivAt F (F' r) r) (hF2 : HasDerivAt F' F2 ‖x - y‖) :
    laplacian (fun x' => F ‖x' - y‖) x = F2 + ((d : ℝ) - 1) / ‖x - y‖ * F' ‖x - y‖ := by
  have hw : x - y ≠ 0 := sub_ne_zero.mpr hxy
  have hs : ‖x - y‖ ≠ 0 := norm_ne_zero_iff.mpr hw
  have hterm : ∀ i : Fin d, deriv (deriv (fun t : ℝ => F ‖x + t • axis i - y‖)) 0 =
      (F2 / ‖x - y‖ ^ 2 - F' ‖x - y‖ / ‖x - y‖ ^ 3) * ((x - y) i) ^ 2
        + F' ‖x - y‖ / ‖x - y‖ := by
    intro i
    have e : (fun t : ℝ => F ‖x + t • axis i - y‖) =
        fun t : ℝ => F ‖(x - y) + t • axis i‖ := by
      funext t
      rw [add_sub_right_comm]
    rw [e]
    exact second_deriv_line (x - y) hw i F F' F2 hF hF2
  have hsum : laplacian (fun x' => F ‖x' - y‖) x =
      ∑ i : Fin d, ((F2 / ‖x - y‖ ^ 2 - F' ‖x - y‖ / ‖x - y‖ ^ 3) * ((x - y) i) ^ 2
        + F' ‖x - y‖ / ‖x - y‖) := Finset.sum_congr rfl fun i _ => hterm i
  -- the squared components add up to the squared distance
  have hsq : ∑ i : Fin d, ((x - y) i) ^ 2 = ‖x - y‖ ^ 2 := by
    rw [EuclideanSpace.norm_sq_eq]
    simp [Real.norm_eq_abs, sq_abs]
  rw [hsum, Finset.sum_add_distrib, ← Finset.mul_sum, hsq, Finset.sum_const,
    Finset.card_univ, Fintype.card_fin, nsmul_eq_mul]
  field_simp
  ring

/-- At distinct positions, the sum of the two electrons' Laplacians of a function `F` of their
distance `r` is `2 (F'' + (d - 1) F' / r)`. -/
theorem pairLaplacian_radial {x y : Space d} (hxy : x ≠ y) (F F' : ℝ → ℝ) (F2 : ℝ)
    (hF : ∀ r, 0 < r → HasDerivAt F (F' r) r) (hF2 : HasDerivAt F' F2 ‖x - y‖) :
    pairLaplacian (fun x y => F ‖x - y‖) x y =
      2 * (F2 + ((d : ℝ) - 1) / ‖x - y‖ * F' ‖x - y‖) := by
  have hy := laplacian_radial hxy.symm F F' F2 hF (by rwa [norm_sub_rev])
  have e : (fun y' : Space d => F ‖x - y'‖) = fun y' => F ‖y' - x‖ := by
    funext y'
    rw [norm_sub_rev]
  unfold pairLaplacian
  rw [e, hy, laplacian_radial hxy F F' F2 hF hF2, norm_sub_rev y x]
  ring

/-- In three dimensions, at distinct positions, `r₁₂` times the sum of the two Laplacians
of `r₁₂` is 4, and the kinetic energy operator acting on `r₁₂ / 2` cancels `1 / r₁₂`. -/
theorem coulomb_cancellation {x y : Space 3} (hxy : x ≠ y) :
    ‖x - y‖ * pairLaplacian (fun x y => ‖x - y‖) x y = 4 ∧
      -(1 / 2) * pairLaplacian (fun x y => ‖x - y‖ / 2) x y + 1 / ‖x - y‖ = 0 := by
  have hs : ‖x - y‖ ≠ 0 := norm_ne_zero_iff.mpr (sub_ne_zero.mpr hxy)
  have h1 : pairLaplacian (fun x y : Space 3 => ‖x - y‖) x y =
      2 * (0 + (((3 : ℕ) : ℝ) - 1) / ‖x - y‖ * 1) :=
    pairLaplacian_radial hxy (fun r => r) (fun _ => 1) 0
      (fun r _ => hasDerivAt_id' r) (hasDerivAt_const _ _)
  have h2 : pairLaplacian (fun x y : Space 3 => ‖x - y‖ / 2) x y =
      2 * (0 + (((3 : ℕ) : ℝ) - 1) / ‖x - y‖ * (1 / 2)) :=
    pairLaplacian_radial hxy (fun r => r / 2) (fun _ => 1 / 2) 0
      (fun r _ => (hasDerivAt_id' r).div_const 2) (hasDerivAt_const _ _)
  rw [h1, h2]
  push_cast
  constructor
  · field_simp
    norm_num
  · field_simp
    norm_num

/-- At distinct positions in `d` dimensions, the pair Hamiltonian applied to `1 + c r₁₂` leaves a `1
/ r₁₂` term with coefficient `1 - (d - 1) c`, plus the constant `c`. -/
theorem pairHamiltonian_linear {x y : Space d} (hxy : x ≠ y) (c : ℝ) :
    pairHamiltonian (fun x y => 1 + c * ‖x - y‖) x y =
      (1 - ((d : ℝ) - 1) * c) / ‖x - y‖ + c := by
  have hs : ‖x - y‖ ≠ 0 := norm_ne_zero_iff.mpr (sub_ne_zero.mpr hxy)
  have h : pairLaplacian (fun x y : Space d => 1 + c * ‖x - y‖) x y =
      2 * (0 + ((d : ℝ) - 1) / ‖x - y‖ * c) :=
    pairLaplacian_radial hxy (fun r => 1 + c * r) (fun _ => c) 0
      (fun r _ => (((hasDerivAt_id' r).const_mul c).const_add 1).congr_deriv (mul_one c))
      (hasDerivAt_const _ _)
  unfold pairHamiltonian
  rw [h]
  field_simp
  ring

/-- For `d ≥ 1`, the pair Hamiltonian applied to `1 + c r₁₂` is bounded over all distinct positions
less than 1 apart if and only if `(d - 1) c = 1`. -/
theorem bounded_iff_cusp (hd : 0 < d) (c : ℝ) :
    (∃ B : ℝ, ∀ x y : Space d, x ≠ y → ‖x - y‖ < 1 →
      |pairHamiltonian (fun x y => 1 + c * ‖x - y‖) x y| ≤ B) ↔
      ((d : ℝ) - 1) * c = 1 := by
  constructor
  · rintro ⟨B, hB⟩
    by_contra hne
    have hk : 0 < |1 - ((d : ℝ) - 1) * c| :=
      abs_pos.mpr (sub_ne_zero.mpr (Ne.symm hne))
    have key : ∀ K D : ℝ, 0 < K → K < D → ∃ r : ℝ, 0 < r ∧ r < 1 ∧ K / r = D := by
      intro K D hK hKD
      have hD : 0 < D := hK.trans hKD
      refine ⟨K / D, div_pos hK hD, (div_lt_one hD).mpr hKD, ?_⟩
      field_simp
    -- a separation so small that the net `1 / r` term exceeds the proposed bound in size
    obtain ⟨r, hr0, hr1, hr⟩ := key _ (|1 - ((d : ℝ) - 1) * c| + |B| + |c| + 1) hk
      (by linarith [abs_nonneg B, abs_nonneg c])
    have hn : ‖r • axis (⟨0, hd⟩ : Fin d) - 0‖ = r := by
      rw [sub_zero, norm_smul, norm_axis, mul_one, Real.norm_eq_abs, abs_of_pos hr0]
    have hx : r • axis (⟨0, hd⟩ : Fin d) ≠ 0 := by
      intro h0
      rw [h0, sub_zero, norm_zero] at hn
      linarith
    have hb := hB _ 0 hx (by rw [hn]; exact hr1)
    rw [pairHamiltonian_linear hx, hn] at hb
    have ht := abs_sub_abs_le_abs_sub ((1 - ((d : ℝ) - 1) * c) / r) (-c)
    rw [sub_neg_eq_add, abs_neg, abs_div, abs_of_pos hr0, hr] at ht
    linarith [le_abs_self B]
  · intro h
    refine ⟨|c|, fun x y hxy _ => ?_⟩
    rw [pairHamiltonian_linear hxy, h, sub_self, zero_div, zero_add]

end

end ElectronCoalescenceCusp
```

```lean
#print axioms ElectronCoalescenceCusp.coulomb_cancellation
#print axioms ElectronCoalescenceCusp.bounded_iff_cusp
```

```
'ElectronCoalescenceCusp.coulomb_cancellation' depends on axioms: [propext, Classical.choice, Quot.sound]
'ElectronCoalescenceCusp.bounded_iff_cusp' depends on axioms: [propext, Classical.choice, Quot.sound]
```

## From coordinate lines to the cusp

`norm_sq_line` expands $\rho(t)^2$. `hasDerivAt_norm_line` writes $\rho$ as the square root of that polynomial and differentiates it, which requires the displaced vector to be non-zero.

`second_deriv_line` takes the second derivative. A formula for the first derivative at $t=0$ alone would not be enough, so `hev` shows by continuity that the displaced vector stays non-zero near $t=0$, and `h1` gives the first derivative throughout that neighbourhood. The product and quotient rules then apply, and `field_simp` and `ring` bring the result to the form derived above. In the hypotheses, `F'` is a function, while `F2` is the single number $F''(r)$.

`laplacian_radial` sums over the axes, with `hsq` supplying $\sum_i w_i^2=r^2$. `pairLaplacian_radial` uses the symmetry of the distance, `norm_sub_rev`, to obtain the factor of two. `coulomb_cancellation` inserts $F(r)=r$ and $F(r)=r/2$ at $d=3$, and `pairHamiltonian_linear` inserts $F(r)=1+cr$ for general $d$.

In `bounded_iff_cusp`, the auxiliary statement `key` produces the separation $r=k/D$. The reverse triangle inequality `abs_sub_abs_le_abs_sub` gives the lower bound $k/r-|c|$, and `linarith` closes the contradiction. In the other direction the bound is $|c|$, because the $1/r_{12}$ term has vanished.
